# The strength-weighted sum of transition energies is a difference of traces

Take one state of energy $E$ in a first configuration, one of energy $F$ in a second, and a transition amplitude $d$ between them. Then $dF-Ed=(F-E)d$, and multiplying by $d^*$ gives $|d|^2(F-E)=dFd^*-d^*Ed$. For larger configurations, numbers become matrices and the right-hand side becomes a difference of traces. In a finite-dimensional model, dividing this difference by the total strength, if that is nonzero, gives the strength-weighted mean energy of a transition array without diagonalising either Hamiltonian.

## Two configurations and their states

```lean
import Mathlib

open Matrix
open scoped ComplexOrder

namespace TransitionArray

noncomputable section

variable {m n : Type*} [Fintype m] [DecidableEq m] [Fintype n] [DecidableEq n]
```

The finite types `m` and `n` label orthonormal basis states of the two configurations, whose dimensions may differ.

```lean
/-- The vectors `u a` are orthonormal eigenvectors of `H` with real energies `E a`,
as many as the dimension of the space. -/
structure IsEigenbasis (H : Matrix n n ℂ) (E : n → ℝ) (u : n → n → ℂ) : Prop where
  orthonormal : ∀ a b, star (u a) ⬝ᵥ u b = if a = b then 1 else 0
  eigen : ∀ a, H *ᵥ u a = (E a : ℂ) • u a
```

`IsEigenbasis H E u` says that $u_a^\dagger u_b=\delta_{ab}$ and $Hu_a=E_au_a$, with real $E_a$. Here `star` is complex conjugation, `⬝ᵥ` the dot product without conjugation, and `*ᵥ` a matrix acting on a vector. There are as many vectors as dimensions.

```lean
/-- The matrix whose columns are the state vectors `u a`. -/
def frame (u : n → n → ℂ) : Matrix n n ℂ := Matrix.of fun i a => u a i
```

The states are the columns of a matrix $U$, with $U_{ia}=(u_a)_i$.

```lean
omit [DecidableEq m] [DecidableEq n] in
/-- The transition amplitude `⟨x, D y⟩`. -/
def amplitude (D : Matrix m n ℂ) (x : m → ℂ) (y : n → ℂ) : ℂ := star x ⬝ᵥ D *ᵥ y
```

The amplitude is $\langle x,Dy\rangle=x^\dagger Dy$. The rectangular matrix $D$ takes states of the second configuration to the first.

```lean
/-- The strength `|⟨x, D y⟩|²` of a single operator `D` between two states. -/
def strength (D : Matrix m n ℂ) (x : m → ℂ) (y : n → ℂ) : ℝ := ‖amplitude D x y‖ ^ 2
```

The strength is $|\langle x,Dy\rangle|^2$, for a single operator $D$ and without frequency factors. A dipole line strength would add the contributions of all dipole components and of all degenerate states of the two levels.

```lean
/-- The generalised commutator `X H₂ - H₁ X` of a transition operator with the two
Hamiltonians. -/
def energyCommutator (H₁ : Matrix m m ℂ) (H₂ : Matrix n n ℂ) (X : Matrix m n ℂ) :
    Matrix m n ℂ := X * H₂ - H₁ * X
```

This is the matrix form of $dF-Ed$: $C(X)=XH_2-H_1X$.

## Completeness and Hermiticity

```lean
/-- Completeness: the projectors on the states of an orthonormal eigenbasis sum to the
identity. -/
theorem IsEigenbasis.complete {H : Matrix n n ℂ} {E : n → ℝ} {u : n → n → ℂ}
    (h : IsEigenbasis H E u) : frame u * (frame u)ᴴ = 1 := by
  apply mul_eq_one_comm.mp
  ext a b
  rw [Matrix.one_apply]
  exact h.orthonormal a b
```

Orthonormality reads $U^\dagger U=1$. Since $U$ is square, $UU^\dagger=1$ as well; `mul_eq_one_comm` makes this exchange.

```lean
/-- A matrix with an orthonormal eigenbasis and real energies is Hermitian. -/
theorem IsEigenbasis.isHermitian {H : Matrix n n ℂ} {E : n → ℝ} {u : n → n → ℂ}
    (h : IsEigenbasis H E u) : H.IsHermitian := by
  have hE : H * frame u = frame u * diagonal (fun a => (E a : ℂ)) := by
    ext i a
    rw [Matrix.mul_diagonal]
    change (H *ᵥ u a) i = u a i * (E a : ℂ)
    rw [h.eigen a, Pi.smul_apply, smul_eq_mul, mul_comm]
  -- the spectral decomposition of `H`
  have hH : H = frame u * diagonal (fun a => (E a : ℂ)) * (frame u)ᴴ := by
    rw [← hE, Matrix.mul_assoc, h.complete, Matrix.mul_one]
  have hd : (diagonal (fun a => (E a : ℂ)))ᴴ = diagonal (fun a => (E a : ℂ)) := by
    rw [Matrix.diagonal_conjTranspose]
    congr 1
    funext a
    exact Complex.conj_ofReal (E a)
  rw [Matrix.IsHermitian, hH, conjTranspose_mul, conjTranspose_mul,
    conjTranspose_conjTranspose, hd, Matrix.mul_assoc]
```

The eigenvalue equations read $HU=U\,\mathrm{diag}(E)$. Multiplying by $U^\dagger$ from the right gives $H=U\,\mathrm{diag}(E)\,U^\dagger$, which equals its own adjoint because the energies are real. Lean writes the adjoint as `ᴴ`.

```lean
/-- Every Hermitian matrix has an orthonormal eigenbasis with real energies. -/
theorem exists_isEigenbasis {H : Matrix n n ℂ} (hH : H.IsHermitian) :
    ∃ (E : n → ℝ) (u : n → n → ℂ), IsEigenbasis H E u := by
  refine ⟨hH.eigenvalues, fun a => (hH.eigenvectorBasis a).ofLp, ⟨fun a b => ?_, fun a => ?_⟩⟩
  · have h := orthonormal_iff_ite.mp hH.eigenvectorBasis.orthonormal a b
    rw [EuclideanSpace.inner_eq_star_dotProduct, dotProduct_comm] at h
    exact h
  · exact (hH.mulVec_eigenvectorBasis a).trans (by ext i; simp)
```

Conversely, Mathlib's spectral theorem supplies such a basis for every Hermitian matrix, so the results below apply to any Hermitian pair $H_1,H_2$.

```lean
/-- A two-level Hamiltonian with coupling 12 between its basis states, with its energies
25 and 0 and its eigenvectors. -/
theorem isEigenbasis_witness :
    IsEigenbasis !![9, 12; 12, 16] ![25, 0] ![![3 / 5, 4 / 5], ![-4 / 5, 3 / 5]] := by
  refine ⟨fun a b => ?_, fun a => ?_⟩
  · -- the numerals are real, so conjugation leaves them unchanged
    have h3 : (starRingEnd ℂ) 3 = 3 := Complex.conj_eq_iff_real.mpr ⟨3, by norm_num⟩
    have h4 : (starRingEnd ℂ) 4 = 4 := Complex.conj_eq_iff_real.mpr ⟨4, by norm_num⟩
    have h5 : (starRingEnd ℂ) 5 = 5 := Complex.conj_eq_iff_real.mpr ⟨5, by norm_num⟩
    fin_cases a <;> fin_cases b <;>
      simp [dotProduct, Fin.sum_univ_succ, h3, h4, h5] <;> norm_num
  · ext i
    fin_cases a <;> fin_cases i <;>
      simp [Matrix.mulVec, dotProduct, Fin.sum_univ_succ] <;> norm_num
```

This is a concrete two-level case, with energies 25 and 0. Lean counts its states from 0.

## From amplitudes to traces

```lean
variable {H₁ : Matrix m m ℂ} {H₂ : Matrix n n ℂ} {E : m → ℝ} {F : n → ℝ}
  {u : m → m → ℂ} {v : n → n → ℂ}

/-- Between eigenstates, the generalised commutator multiplies each transition amplitude by
the transition energy `F b - E a`. -/
theorem amplitude_energyCommutator (hu : IsEigenbasis H₁ E u) (hv : IsEigenbasis H₂ F v)
    (X : Matrix m n ℂ) (a : m) (b : n) :
    amplitude (energyCommutator H₁ H₂ X) (u a) (v b)
      = ((F b : ℂ) - E a) * amplitude X (u a) (v b) := by
  -- `H₁` acts to the left on the bra because it is Hermitian
  have hL : star (u a) ᵥ* H₁ = (E a : ℂ) • star (u a) := by
    have h := Matrix.star_mulVec H₁ (u a)
    rw [hu.eigen a, hu.isHermitian.eq] at h
    rw [← h]
    ext i
    simp
  unfold amplitude energyCommutator
  rw [Matrix.sub_mulVec, dotProduct_sub, ← Matrix.mulVec_mulVec, ← Matrix.mulVec_mulVec,
    hv.eigen b, Matrix.mulVec_smul, dotProduct_smul,
    Matrix.dotProduct_mulVec (star (u a)) H₁, hL, smul_dotProduct]
  simp only [smul_eq_mul]
  ring
```

From here on, $u_a,E_a$ belong to $H_1$ and $v_b,F_b$ to $H_2$. Hermiticity gives $u_a^\dagger H_1=E_au_a^\dagger$, which is `hL` in the proof. Hence

$$u_a^\dagger(XH_2-H_1X)v_b=(F_b-E_a)\,u_a^\dagger Xv_b.$$

```lean
/-- Parseval identity: the conjugated amplitudes of `D` times the amplitudes of `X`, summed over
both eigenbases, give the trace `tr(Dᴴ X)`. -/
theorem sum_amplitude_mul (hu : IsEigenbasis H₁ E u) (hv : IsEigenbasis H₂ F v)
    (D X : Matrix m n ℂ) :
    ∑ a, ∑ b, star (amplitude D (u a) (v b)) * amplitude X (u a) (v b)
      = trace (Dᴴ * X) := by
  have h1 : ∑ a, ∑ b, star (amplitude D (u a) (v b)) * amplitude X (u a) (v b)
      = trace (((frame u)ᴴ * (D * frame v))ᴴ * ((frame u)ᴴ * (X * frame v))) := by
    rw [Finset.sum_comm]
    rfl
  -- completeness of the `u a` removes the inner pair of frames
  have h2 : ((frame u)ᴴ * (D * frame v))ᴴ * ((frame u)ᴴ * (X * frame v))
      = (frame v)ᴴ * (Dᴴ * X * frame v) := by
    rw [conjTranspose_mul, conjTranspose_mul, conjTranspose_conjTranspose]
    calc (frame v)ᴴ * Dᴴ * frame u * ((frame u)ᴴ * (X * frame v))
        = (frame v)ᴴ * Dᴴ * (frame u * (frame u)ᴴ) * (X * frame v) := by
          simp only [Matrix.mul_assoc]
      _ = (frame v)ᴴ * (Dᴴ * X * frame v) := by
          rw [hu.complete, Matrix.mul_one]
          simp only [Matrix.mul_assoc]
  rw [h1, h2, Matrix.trace_mul_comm, Matrix.mul_assoc, hv.complete, Matrix.mul_one]
```

Let $V$ have columns $v_b$. The amplitudes of $D$ form the matrix $U^\dagger DV$, so the double sum is

$$\mathrm{tr}\big[(U^\dagger DV)^\dagger U^\dagger XV\big]=\mathrm{tr}(V^\dagger D^\dagger UU^\dagger XV)=\mathrm{tr}(D^\dagger X).$$

Step `h1` recognises the trace, `h2` removes $UU^\dagger$, and the last line uses cyclicity and $VV^\dagger=1$.

```lean
/-- The `k`-th strength-weighted moment of the transition energies is the trace of `Dᴴ` times
the `k`-fold generalised commutator of `D`. -/
theorem energy_moment (hu : IsEigenbasis H₁ E u) (hv : IsEigenbasis H₂ F v)
    (D : Matrix m n ℂ) (k : ℕ) :
    ((∑ a, ∑ b, strength D (u a) (v b) * (F b - E a) ^ k : ℝ) : ℂ)
      = trace (Dᴴ * (energyCommutator H₁ H₂)^[k] D) := by
  have hk : ∀ a b, amplitude ((energyCommutator H₁ H₂)^[k] D) (u a) (v b)
      = ((F b : ℂ) - E a) ^ k * amplitude D (u a) (v b) := by
    intro a b
    induction k with
    | zero => simp
    | succ k ih =>
      rw [Function.iterate_succ_apply', amplitude_energyCommutator hu hv, ih]
      ring
  have hs : ∀ a b, ((strength D (u a) (v b) : ℝ) : ℂ)
      = star (amplitude D (u a) (v b)) * amplitude D (u a) (v b) := by
    intro a b
    rw [strength, Complex.ofReal_pow]
    exact (Complex.conj_mul' _).symm
  rw [← sum_amplitude_mul hu hv]
  push_cast
  refine Finset.sum_congr rfl fun a _ => Finset.sum_congr rfl fun b _ => ?_
  rw [hk, hs]
  ring
```

The notation `^[k]` means applying $C$ $k$ times. By induction (`hk`), each application multiplies an amplitude by another factor $F_b-E_a$. With $S_{ab}=|\langle u_a,Dv_b\rangle|^2$, the Parseval identity for $X=C^k(D)$ gives

$$\sum_{a,b}S_{ab}(F_b-E_a)^k=\mathrm{tr}\big(D^\dagger C^k(D)\big).$$

The annotation `: ℝ) : ℂ)` says that a real sum is compared with a complex trace.

## The weighted sum and the centre of gravity

```lean
/-- The strength-weighted sum of the transition energies `F b - E a` over the whole array
equals `tr(D H₂ Dᴴ) - tr(Dᴴ H₁ D)`. -/
theorem transition_array_energy (hu : IsEigenbasis H₁ E u) (hv : IsEigenbasis H₂ F v)
    (D : Matrix m n ℂ) :
    ((∑ a, ∑ b, strength D (u a) (v b) * (F b - E a) : ℝ) : ℂ)
      = trace (D * H₂ * Dᴴ) - trace (Dᴴ * H₁ * D) := by
  have h := energy_moment hu hv D 1
  simp only [pow_one, Function.iterate_one] at h
  rw [h, energyCommutator, Matrix.mul_sub, Matrix.trace_sub,
    Matrix.trace_mul_comm Dᴴ (D * H₂), Matrix.mul_assoc Dᴴ H₁ D]
```

Set $k=1$ and use cyclicity in the first term:

$$\sum_{a,b}S_{ab}(F_b-E_a)=\mathrm{tr}(D^\dagger DH_2)-\mathrm{tr}(D^\dagger H_1D)=\mathrm{tr}(DH_2D^\dagger)-\mathrm{tr}(D^\dagger H_1D).$$

For a numerical instance, let $H_2$ be the two-level matrix above, $H_1=(5)$ and $D=(1\;\;0)$. The amplitudes are $3/5$ and $-4/5$, and the transition energies are $20$ and $-5$. The weighted sum is $\tfrac{9}{25}\cdot20+\tfrac{16}{25}\cdot(-5)=4$. The traces give $9-5=4$.

The matrices $H_1$, $H_2$ and $D$ are given inputs. The theorem neither constructs them from electron orbitals nor includes mixing between the two configurations.

```lean
/-- For a nonzero transition operator, the strength-weighted deviations of the transition
energies from `μ` cancel exactly when `μ` is the trace expression for the array energy
divided by the total strength `tr(Dᴴ D)`. -/
theorem centre_of_gravity_iff (hu : IsEigenbasis H₁ E u) (hv : IsEigenbasis H₂ F v)
    {D : Matrix m n ℂ} (hD : D ≠ 0) (μ : ℝ) :
    ∑ a, ∑ b, strength D (u a) (v b) * (F b - E a - μ) = 0 ↔
      (μ : ℂ) = (trace (D * H₂ * Dᴴ) - trace (Dᴴ * H₁ * D)) / trace (Dᴴ * D) := by
  have hne : trace (Dᴴ * D) ≠ 0 := fun h =>
    hD (Matrix.trace_conjTranspose_mul_self_eq_zero_iff.mp h)
  -- the zeroth moment is the total strength
  have h0 := energy_moment hu hv D 0
  simp only [pow_zero, mul_one, Function.iterate_zero, id_eq] at h0
  have hsplit : ∑ a, ∑ b, strength D (u a) (v b) * (F b - E a - μ)
      = ∑ a, ∑ b, strength D (u a) (v b) * (F b - E a)
        - μ * ∑ a, ∑ b, strength D (u a) (v b) := by
    simp only [Finset.mul_sum, ← Finset.sum_sub_distrib]
    refine Finset.sum_congr rfl fun a _ => Finset.sum_congr rfl fun b _ => ?_
    ring
  rw [eq_div_iff hne, ← transition_array_energy hu hv D, ← h0, ← Complex.ofReal_mul,
    Complex.ofReal_inj, hsplit]
  constructor <;> intro h <;> linarith

end

end TransitionArray
```

The sum of deviations splits (`hsplit`) as

$$\sum_{a,b}S_{ab}(F_b-E_a-\mu)=\sum_{a,b}S_{ab}(F_b-E_a)-\mu\sum_{a,b}S_{ab}.$$

By the case $k=0$, the total strength is $\mathrm{tr}(D^\dagger D)$, which is nonzero when $D\neq0$. The deviations therefore cancel exactly when $\mu$ is the strength-weighted sum of the transition energies, called the array energy in the docstring, divided by the total strength. This mean is the centre of gravity of the array. In the instance above the total strength is 1, so $\mu=4$. If $D=0$, the deviations cancel for every $\mu$, and no centre of gravity is singled out.

```lean
#print axioms TransitionArray.exists_isEigenbasis
#print axioms TransitionArray.transition_array_energy
#print axioms TransitionArray.centre_of_gravity_iff
```

```
'TransitionArray.exists_isEigenbasis' depends on axioms: [propext, Classical.choice, Quot.sound]
'TransitionArray.transition_array_energy' depends on axioms: [propext, Classical.choice, Quot.sound]
'TransitionArray.centre_of_gravity_iff' depends on axioms: [propext, Classical.choice, Quot.sound]
```
